# The Hartree stress of a cell with finitely many fixed Fourier coefficients

A plane-wave calculation can relax the shape of a crystal's unit cell by using the derivative of the energy with respect to strain. The Hartree energy contributes one term to that derivative. These notes derive the term for a finite set of wavevectors whose density coefficients are held fixed during the strain.

## A charge density carried along by the strain

Let a periodic cell have volume \(V>0\), and let its charge density have Fourier coefficients
\[
n_G=\int_{\text{cell}} n(r)\,e^{-iG\cdot r}\,dr
\]
on a finite set of nonzero wavevectors \(G\in\mathbb R^3\). In Hartree atomic units the energy is
\[
E=\frac{2\pi}{V}\sum_G\frac{|n_G|^2}{|G|^2}.
\]
Leaving out \(G=0\) corresponds to a uniform background that makes the cell neutral.

A matrix \(F\) with \(\det F>0\) moves each point \(r\) to \(Fr\). The volume becomes \(V\det F\), and \(G\) becomes \(F^{-T}G\), which keeps every phase:
\[
(F^{-T}G)\cdot(Fr)=G\cdot F^{-1}Fr=G\cdot r .
\]
Holding \(n_G\) fixed means that the charge moves with the material, so that the charge in each volume element is conserved. The strained energy is
\[
E(F)=\frac{2\pi}{V\det F}\sum_G\frac{|n_G|^2}{|F^{-T}G|^2}.
\]

## The derivative and the stress tensor

For every real \(3\times3\) matrix \(e\), symmetric or not,
\[
\left.\frac{d}{dt}E(I+te)\right|_{t=0}
=\frac{4\pi}{V}\sum_G|n_G|^2\frac{G\cdot eG}{|G|^4}-E\,\operatorname{tr}e
=V\sum_{i,j}\sigma_{ij}e_{ij},
\]
where \(i,j\) run over \(0,1,2\) and
\[
\sigma_{ij}=\frac{4\pi}{V^2}\sum_G|n_G|^2\frac{G_iG_j}{|G|^4}-\frac{E}{V}\delta_{ij}.
\]
Moreover \(\operatorname{tr}\sigma=-E/V\), which is strictly negative if some \(n_G\) in the set is nonzero. In this sign convention, stress is the energy derivative per volume, so a negative trace means a positive pressure.

## From the volume to the energy

**Volume.** Write \(J(t)=\det(I+te)\). Expanding the determinant gives
\[
J(t)=1+t\operatorname{tr}e+t^2\operatorname{tr}(\operatorname{adj}e)+t^3\det e,
\]
so \(J(0)=1\) and \(J'(0)=\operatorname{tr}e\).

**Wavevector.** The inverse is the adjugate divided by the determinant, and \(\operatorname{adj}(I+te)=I+t(\operatorname{tr}e\,I-e)+t^2\operatorname{adj}e\). The strained wavevector is therefore
\[
G(t)=\frac{G+t(\operatorname{tr}e\,G-e^TG)+t^2(\operatorname{adj}e)^TG}{J(t)}.
\]
By the quotient rule,
\[
G'(0)=\operatorname{tr}e\,G-e^TG-\operatorname{tr}e\,G=-e^TG.
\]

**Coulomb kernel.** The squared length has slope \(2G\cdot G'(0)=-2\,G\cdot eG\). Its reciprocal has slope \(2\,G\cdot eG/|G|^4\).

**Energy.** The prefactor \(2\pi/(VJ)\) has slope \(-(2\pi/V)\operatorname{tr}e\). The product rule gives
\[
-\frac{2\pi}{V}\operatorname{tr}e\sum_G\frac{|n_G|^2}{|G|^2}
+\frac{2\pi}{V}\sum_G|n_G|^2\frac{2\,G\cdot eG}{|G|^4},
\]
which is the stated derivative.

**Stress.** Substituting \(G\cdot eG=\sum_{i,j}G_iG_je_{ij}\) and \(\operatorname{tr}e=\sum_{i,j}\delta_{ij}e_{ij}\) gives the contraction with \(\sigma\). For the trace, \(\sum_iG_i^2=|G|^2\) turns the first term of \(\sigma\) into \(2E/V\), while the second contributes \(-3E/V\). If some \(n_G\ne0\), then \(E>0\) and the trace is negative.

## A single wavevector

Take one wavevector \(G=(g,0,0)\) with \(g\neq0\). This is a simplification: a real density with \(n_G\neq0\) also contains \(-G\), with the conjugate coefficient. Including that mode doubles \(E\) and leaves the expression for \(\sigma\) in terms of \(E\) unchanged. For the single mode, \(E=2\pi|n_G|^2/(Vg^2)\) and
\[
\sigma=\frac{E}{V}\operatorname{diag}(1,-1,-1).
\]
Stretching along \(G\) by a factor \(1+t\) multiplies the volume by \(1+t\) and divides \(|G|^2\) by \((1+t)^2\), so the energy becomes \((1+t)E\). Stretching across \(G\) changes only the volume, and the energy becomes \(E/(1+t)\). The two slopes, \(E\) and \(-E\), match the diagonal entries of \(V\sigma\).

## The cell and its energy in Lean

`ChargedCell` holds the volume, the finite set `modes` and the coefficients `n`, with the conditions \(V>0\) and \(G\ne0\). It does not require the wavevectors to lie on a lattice, nor the density to be real, so the theorems cover the physical case and more. `G ⬝ᵥ G` is \(|G|^2\), `e *ᵥ G` is \(eG\), and `wave F G` is \(F^{-T}G\). A statement `HasDerivAt f a 0` says that `f` is differentiable at \(t=0\) with derivative `a`.

The name `hartree_stress_theorem` refers to this one electrostatic term. The quantum-mechanical stress theorem concerns a full Hamiltonian and its eigenstates, whereas no wavefunction appears here. Kinetic, exchange-correlation and ionic terms are absent, as are the response of the coefficients to strain and the limit of infinitely many wavevectors.

```lean
import Mathlib

open Matrix Real

namespace HartreeStress

noncomputable section

/-- Data for the Hartree energy of a cell: a positive volume `V`, a finite set `modes` of nonzero
wavevectors, and complex coefficients `n G`. No lattice or reality condition is imposed. -/
structure ChargedCell where
  V : ℝ
  V_pos : 0 < V
  modes : Finset (Fin 3 → ℝ)
  modes_ne : ∀ G ∈ modes, G ≠ 0
  n : (Fin 3 → ℝ) → ℂ

/-- The reciprocal vector `F⁻ᵀ G` of the cell deformed by an invertible matrix `F`. -/
def wave (F : Matrix (Fin 3) (Fin 3) ℝ) (G : Fin 3 → ℝ) : Fin 3 → ℝ := (F⁻¹)ᵀ *ᵥ G

/-- The Hartree energy `(2π/V) ∑ |n_G|²/G²` of the undeformed cell. -/
def energy (D : ChargedCell) : ℝ :=
  2 * π / D.V * ∑ G ∈ D.modes, ‖D.n G‖ ^ 2 / (G ⬝ᵥ G)

/-- For `det F > 0`, the Hartree energy of the cell deformed by `F`, with volume `V det F`,
reciprocal vectors `F⁻ᵀ G` and unchanged coefficients `n G`. -/
def strainedEnergy (D : ChargedCell) (F : Matrix (Fin 3) (Fin 3) ℝ) : ℝ :=
  2 * π / (D.V * F.det) * ∑ G ∈ D.modes, ‖D.n G‖ ^ 2 / (wave F G ⬝ᵥ wave F G)

/-- The tensor `∑ |n_G|² G_i G_j / G⁴` of the charge density. -/
def modeTensor (D : ChargedCell) : Matrix (Fin 3) (Fin 3) ℝ :=
  Matrix.of fun i j => ∑ G ∈ D.modes, ‖D.n G‖ ^ 2 * G i * G j / (G ⬝ᵥ G) ^ 2

/-- The Hartree stress tensor `(4π/V²) ∑ |n_G|² G_i G_j / G⁴ - (E/V) δ_ij`. -/
def stress (D : ChargedCell) : Matrix (Fin 3) (Fin 3) ℝ :=
  (4 * π / D.V ^ 2) • modeTensor D - (energy D / D.V) • (1 : Matrix (Fin 3) (Fin 3) ℝ)

/-- The phase `G · r` is unchanged when positions deform by `F` and reciprocal vectors
by `F⁻ᵀ`. -/
theorem phase_invariant (F : Matrix (Fin 3) (Fin 3) ℝ) (hF : F.det ≠ 0) (G r : Fin 3 → ℝ) :
    wave F G ⬝ᵥ (F *ᵥ r) = G ⬝ᵥ r := by
  rw [wave, Matrix.mulVec_transpose, ← Matrix.dotProduct_mulVec, Matrix.mulVec_mulVec,
    Matrix.nonsing_inv_mul _ (isUnit_iff_ne_zero.mpr hF), Matrix.one_mulVec]

/-- A nonzero wavevector has positive squared length. -/
theorem sq_length_pos {G : Fin 3 → ℝ} (hG : G ≠ 0) : 0 < G ⬝ᵥ G := by
  have h0 : 0 ≤ G ⬝ᵥ G := Finset.sum_nonneg fun i _ => mul_self_nonneg (G i)
  exact lt_of_le_of_ne h0 fun h => hG (dotProduct_self_eq_zero.mp h.symm)

/-- The slope at zero of a cubic polynomial is its linear coefficient. -/
theorem cubic_slope (a b p q : ℝ) :
    HasDerivAt (fun t : ℝ => a + t * b + t ^ 2 * p + t ^ 3 * q) b 0 := by
  have h := ((((hasDerivAt_id' (0 : ℝ)).mul_const b).const_add a).fun_add
    ((hasDerivAt_pow 2 (0 : ℝ)).mul_const p)).fun_add ((hasDerivAt_pow 3 (0 : ℝ)).mul_const q)
  exact h.congr_deriv (by simp)

/-- The relative volume `det (I + t e)` changes at the rate `tr e` at `t = 0`. -/
theorem volume_slope (e : Matrix (Fin 3) (Fin 3) ℝ) :
    HasDerivAt (fun t : ℝ => (1 + t • e).det) e.trace 0 := by
  have hform : ∀ t : ℝ, (1 + t • e).det
      = 1 + t * e.trace + t ^ 2 * e.adjugate.trace + t ^ 3 * e.det := by
    intro t
    simp [Matrix.det_fin_three, Matrix.adjugate_fin_three, Matrix.trace_fin_three]
    ring
  rw [funext hform]
  exact cubic_slope _ _ _ _

/-- Each component of the strained reciprocal vector changes at the rate `-(eᵀ G)_i`
at `t = 0`. -/
theorem wave_slope (e : Matrix (Fin 3) (Fin 3) ℝ) (G : Fin 3 → ℝ) (i : Fin 3) :
    HasDerivAt (fun t : ℝ => wave (1 + t • e) G i) (-(eᵀ *ᵥ G) i) 0 := by
  -- the inverse is the adjugate over the determinant, and the adjugate is quadratic in t
  have hform : ∀ t : ℝ, wave (1 + t • e) G i
      = (G i + t * (e.trace * G i - (eᵀ *ᵥ G) i) + t ^ 2 * ((e.adjugate)ᵀ *ᵥ G) i + t ^ 3 * 0)
        / (1 + t • e).det := by
    intro t
    rw [wave, Matrix.inv_def, Ring.inverse_eq_inv', Matrix.transpose_smul, Matrix.smul_mulVec,
      Pi.smul_apply, smul_eq_mul, div_eq_inv_mul]
    congr 1
    fin_cases i <;>
      simp [Matrix.adjugate_fin_three, Matrix.mulVec, dotProduct, Fin.sum_univ_three,
        Matrix.trace_fin_three] <;> ring
  rw [funext hform]
  refine ((cubic_slope _ _ _ _).fun_div (volume_slope e) (by simp)).congr_deriv ?_
  simp only [zero_smul, add_zero, Matrix.det_one]
  ring

/-- The squared length of the strained reciprocal vector changes at the rate `-2 G · e G`
at `t = 0`. -/
theorem sq_length_slope (e : Matrix (Fin 3) (Fin 3) ℝ) (G : Fin 3 → ℝ) :
    HasDerivAt (fun t : ℝ => wave (1 + t • e) G ⬝ᵥ wave (1 + t • e) G)
      (-2 * (G ⬝ᵥ (e *ᵥ G))) 0 := by
  have h := HasDerivAt.fun_sum (u := Finset.univ)
    fun i _ => (wave_slope e G i).fun_mul (wave_slope e G i)
  refine h.congr_deriv ?_
  simp only [wave, zero_smul, add_zero, inv_one, Matrix.transpose_one, Matrix.one_mulVec]
  simp only [Matrix.mulVec, dotProduct, Fin.sum_univ_three, Matrix.transpose_apply]
  ring

/-- Along `F = I + t e`, for any real matrix `e`, the Hartree energy has at `t = 0` the derivative
`(4π/V) ∑ |n_G|² (G · e G)/G⁴ - E tr e`. -/
theorem hartree_strain_derivative (D : ChargedCell) (e : Matrix (Fin 3) (Fin 3) ℝ) :
    HasDerivAt (fun t : ℝ => strainedEnergy D (1 + t • e))
      (4 * π / D.V * ∑ G ∈ D.modes, ‖D.n G‖ ^ 2 * (G ⬝ᵥ (e *ᵥ G)) / (G ⬝ᵥ G) ^ 2
        - energy D * e.trace) 0 := by
  have hV : D.V ≠ 0 := D.V_pos.ne'
  have hsum := HasDerivAt.fun_sum (u := D.modes) fun G hG =>
    (hasDerivAt_const (0 : ℝ) (‖D.n G‖ ^ 2)).fun_div (sq_length_slope e G)
      (by simpa [wave] using D.modes_ne G hG)
  have hpre := (hasDerivAt_const (0 : ℝ) (2 * π)).fun_div
    ((volume_slope e).const_mul D.V) (by simpa using hV)
  refine (hpre.fun_mul hsum).congr_deriv ?_
  simp only [wave, zero_smul, add_zero, inv_one, Matrix.transpose_one, Matrix.one_mulVec,
    Matrix.det_one]
  -- the change of the Coulomb kernel, summed over all modes
  have hs : ∑ G ∈ D.modes, (0 * (G ⬝ᵥ G) - ‖D.n G‖ ^ 2 * (-2 * (G ⬝ᵥ (e *ᵥ G)))) / (G ⬝ᵥ G) ^ 2
      = 2 * ∑ G ∈ D.modes, ‖D.n G‖ ^ 2 * (G ⬝ᵥ (e *ᵥ G)) / (G ⬝ᵥ G) ^ 2 := by
    rw [Finset.mul_sum]
    refine Finset.sum_congr rfl fun G _ => ?_
    ring
  have key : ∀ A B : ℝ, (0 * (D.V * 1) - 2 * π * (D.V * e.trace)) / (D.V * 1) ^ 2 * A
      + 2 * π / (D.V * 1) * (2 * B) = 4 * π / D.V * B - 2 * π / D.V * A * e.trace := by
    intro A B
    field_simp
    ring
  rw [hs, energy]
  exact key _ _

/-- The strain derivative of the Hartree energy is the volume times the full contraction
of the Hartree stress tensor with `e`. -/
theorem hartree_stress_theorem (D : ChargedCell) (e : Matrix (Fin 3) (Fin 3) ℝ) :
    HasDerivAt (fun t : ℝ => strainedEnergy D (1 + t • e))
      (D.V * ∑ i, ∑ j, stress D i j * e i j) 0 := by
  have hV : D.V ≠ 0 := D.V_pos.ne'
  refine (hartree_strain_derivative D e).congr_deriv ?_
  have hB : ∑ G ∈ D.modes, ‖D.n G‖ ^ 2 * (G ⬝ᵥ (e *ᵥ G)) / (G ⬝ᵥ G) ^ 2
      = ∑ i, ∑ j, modeTensor D i j * e i j := by
    simp only [modeTensor, Matrix.of_apply, Fin.sum_univ_three, Finset.sum_mul,
      ← Finset.sum_add_distrib]
    refine Finset.sum_congr rfl fun G _ => ?_
    simp only [dotProduct, Matrix.mulVec, Fin.sum_univ_three]
    ring
  rw [hB]
  simp [stress, Fin.sum_univ_three, Matrix.trace_fin_three, Matrix.one_apply]
  field_simp
  ring

/-- The trace of the Hartree stress tensor is minus the Hartree energy per volume. -/
theorem trace_stress (D : ChargedCell) : (stress D).trace = -energy D / D.V := by
  have htr : (modeTensor D).trace = ∑ G ∈ D.modes, ‖D.n G‖ ^ 2 / (G ⬝ᵥ G) := by
    simp only [Matrix.trace_fin_three, modeTensor, Matrix.of_apply, ← Finset.sum_add_distrib]
    refine Finset.sum_congr rfl fun G hG => ?_
    have hne : G ⬝ᵥ G ≠ 0 := (sq_length_pos (D.modes_ne G hG)).ne'
    have hq : G 0 * G 0 + G 1 * G 1 + G 2 * G 2 = G ⬝ᵥ G := by
      simp only [dotProduct, Fin.sum_univ_three]
    rw [← add_div, ← add_div, div_eq_div_iff (pow_ne_zero 2 hne) hne]
    linear_combination ‖D.n G‖ ^ 2 * (G ⬝ᵥ G) * hq
  rw [stress, Matrix.trace_sub, Matrix.trace_smul, Matrix.trace_smul, Matrix.trace_one, htr,
    energy]
  simp only [Fintype.card_fin, smul_eq_mul]
  push_cast
  ring

/-- If `n G` is nonzero for some wavevector `G` in `modes`, the trace of the Hartree stress tensor
is strictly negative. -/
theorem trace_stress_neg (D : ChargedCell) (h : ∃ G ∈ D.modes, D.n G ≠ 0) :
    (stress D).trace < 0 := by
  obtain ⟨G, hG, hn⟩ := h
  have hV := D.V_pos
  have hS : 0 < ∑ G ∈ D.modes, ‖D.n G‖ ^ 2 / (G ⬝ᵥ G) :=
    Finset.sum_pos'
      (fun K hK => div_nonneg (sq_nonneg _) (sq_length_pos (D.modes_ne K hK)).le)
      ⟨G, hG, div_pos (pow_pos (norm_pos_iff.mpr hn) 2) (sq_length_pos (D.modes_ne G hG))⟩
  have hE : 0 < energy D := mul_pos (div_pos (mul_pos two_pos Real.pi_pos) hV) hS
  rw [trace_stress]
  exact div_neg_of_neg_of_pos (neg_neg_of_pos hE) hV

end

end HartreeStress
```

```lean
#print axioms HartreeStress.phase_invariant
#print axioms HartreeStress.hartree_stress_theorem
#print axioms HartreeStress.trace_stress_neg
```

```
'HartreeStress.phase_invariant' depends on axioms: [propext, Classical.choice, Quot.sound]
'HartreeStress.hartree_stress_theorem' depends on axioms: [propext, Classical.choice, Quot.sound]
'HartreeStress.trace_stress_neg' depends on axioms: [propext, Classical.choice, Quot.sound]
```

## How the proof follows the calculation

`phase_invariant` confirms the transformation rule for wavevectors; the derivative proofs do not use it. `cubic_slope` reads off the linear coefficient of a cubic, and `volume_slope` applies it to the expanded determinant.

`wave_slope` works component by component. Its `hform` is the adjugate formula for \(G(t)\), checked by expanding the \(3\times3\) entries, with a zero cubic term added so that `cubic_slope` applies to the numerator. The quotient rule `fun_div` then gives \(-e^TG\). `sq_length_slope` applies the product rule to each squared component and sums.

In `hartree_strain_derivative`, `hsum` differentiates the sum over wavevectors, using `modes_ne` to keep the denominators nonzero at \(t=0\), and `hpre` differentiates the volume prefactor. The product rule joins them. The identity `hs` collects the kernel terms, and `key` does the remaining algebra with the two sums treated as plain numbers `A` and `B`.

`hartree_stress_theorem` rewrites that derivative: `hB` exchanges the sum over \(G\) with the sums over \(i,j\). In `trace_stress`, `htr` reduces the trace of `modeTensor` to \(\sum_G|n_G|^2/|G|^2\), using `sq_length_pos` to cancel a factor \(|G|^2\). Finally, `trace_stress_neg` shows that one nonzero coefficient makes the energy positive, since every other term in the sum is nonnegative.
